# Even moments of the band 2 cos k on an untwisted N-point grid: exact for 2n < N, too large by 2 at 2n = N

Sample the band energy $2\cos x$ at the six wave numbers $x=0,\pi/3,\dots,5\pi/3$ and average its sixth power. The result is 22, whereas the exact average over the Brillouin zone is 20. Without knowing where such a grid stops being exact, one could take the difference for a programming error or for slow convergence. It is neither: seven points give exactly 20.

For this non-interacting, one-band chain, the theorems below give ranges of even moments that a grid reproduces exactly and, for an even number of points, show how a boundary twist changes the first error. That provides an exact reference for testing $k$-point sampling and twist averaging. The moments are those of the whole band, without occupations or smearing. The target value is $\binom{2n}{n}$; its identification with the zone average $\frac{1}{2\pi}\int_0^{2\pi}(2\cos x)^{2n}\,dx$ is a textbook fact that the Lean file does not treat.

## One orbital per site and nearest-neighbour hopping

The band is $\varepsilon(x)=2\cos x$, with energy in units of the hopping and length in units of the lattice spacing. The letter $x$ denotes the wave number, because $k$ will be a summation index, as in most of the Lean code; only the definition `band` calls its argument `k`.

```lean
import Mathlib

open Real

namespace ChainGridMoments

noncomputable section

/-- Band energy of the nearest-neighbour chain at wave number `k`, in units of the hopping. -/
def band (k : ℝ) : ℝ := 2 * Real.cos k
```

A ring of $N$ sites whose wavefunction acquires a phase $e^{i\varphi}$ on going once round has the wave numbers
$$x_r=\frac{2\pi r+\varphi}{N},\qquad r=0,\dots,N-1.$$
In Lean, $N$ and $r$ are natural numbers and the twist $\varphi$ is any real number.

```lean
/-- The `r`-th wave number of the uniform `N`-point grid with boundary twist `φ`. -/
def gridPoint (N : ℕ) (φ : ℝ) (r : ℕ) : ℝ := (2 * π * r + φ) / N
```

The sampled moment of order $m$ is $M_m=\frac1N\sum_r\varepsilon(x_r)^m$, written `gridMoment N φ m`.

```lean
/-- The `m`-th spectral moment of the chain, sampled on the twisted `N`-point grid. -/
def gridMoment (N : ℕ) (φ : ℝ) (m : ℕ) : ℝ :=
  (∑ r ∈ Finset.range N, band (gridPoint N φ r) ^ m) / N
```

The form of the band enters through the binomial theorem:
$$(2\cos x)^m=(e^{ix}+e^{-ix})^m=\sum_{k=0}^{m}\binom mk e^{i(2k-m)x}.$$
The left side is real, so taking real parts gives
$$(2\cos x)^m=\sum_{k=0}^{m}\binom mk\cos\big((2k-m)x\big).$$
No harmonic exceeds order $m$. Hopping to more distant sites would bring in higher harmonics, and the grid would in general fail at a lower moment.

`band_pow` follows the same route: `add_pow` expands the complex power, `he` combines the two phases, and `congrArg Complex.re` takes the real part.

```lean
/-- A power of the band energy is a binomially weighted sum of harmonics. -/
theorem band_pow (x : ℝ) (m : ℕ) :
    band x ^ m = ∑ k ∈ Finset.range (m + 1),
      (m.choose k : ℝ) * Real.cos ((2 * (k : ℝ) - m) * x) := by
  have hb : ((band x : ℝ) : ℂ)
      = Complex.exp (x * Complex.I) + Complex.exp (-(x * Complex.I)) := by
    simp only [band]
    push_cast
    rw [Complex.two_cos, neg_mul]
  -- binomial theorem for the right- and left-moving phases
  have h : ((band x ^ m : ℝ) : ℂ) = ∑ k ∈ Finset.range (m + 1),
      (m.choose k : ℂ) * Complex.exp ((((2 * (k : ℝ) - m) * x : ℝ) : ℂ) * Complex.I) := by
    rw [Complex.ofReal_pow, hb, add_pow]
    refine Finset.sum_congr rfl fun k hk => ?_
    have hkm : k ≤ m := by
      have := Finset.mem_range.mp hk
      omega
    have he : Complex.exp (x * Complex.I) ^ k * Complex.exp (-(x * Complex.I)) ^ (m - k)
        = Complex.exp ((((2 * (k : ℝ) - m) * x : ℝ) : ℂ) * Complex.I) := by
      rw [← Complex.exp_nat_mul, ← Complex.exp_nat_mul, ← Complex.exp_add]
      congr 1
      push_cast [Nat.cast_sub hkm]
      ring
    rw [he]
    ring
  have hre := congrArg Complex.re h
  rw [Complex.ofReal_re, Complex.re_sum] at hre
  rw [hre]
  refine Finset.sum_congr rfl fun k _ => ?_
  rw [← Complex.ofReal_natCast, Complex.re_ofReal_mul, Complex.exp_ofReal_mul_I_re]
```

## At least one grid point: `0 < N`

This hypothesis says that there is something to average. By hand it is used in dividing by $N$. For an integer $j$,
$$j x_r=\frac{j\varphi}{N}+\frac{2\pi jr}{N}.$$

If $j=Nq$ with $q$ an integer, the second term is $2\pi qr$. Every grid point then contributes $\cos(j\varphi/N)$, and so does the average. If $N$ does not divide $j$, put $\zeta=e^{2\pi ij/N}$. Then $\zeta\neq1$ and $\zeta^N=1$, so
$$\sum_{r=0}^{N-1}e^{ijx_r}=e^{ij\varphi/N}\,\frac{\zeta^N-1}{\zeta-1}=0,$$
and the real part vanishes too.

The two branches of `grid_average_cos` are these two cases. Without `0 < N` the statement fails: Lean evaluates the empty average as 0, while the formula would give 1 for $j=0$.

```lean
/-- The grid average of the `j`-th harmonic vanishes unless `N` divides `j`;
otherwise it is the cosine of the accumulated twist. -/
theorem grid_average_cos {N : ℕ} (hN : 0 < N) (φ : ℝ) (j : ℤ) :
    (∑ r ∈ Finset.range N, Real.cos (j * gridPoint N φ r)) / N
      = if (N : ℤ) ∣ j then Real.cos (j * φ / N) else 0 := by
  have hN0 : (N : ℝ) ≠ 0 := by exact_mod_cast hN.ne'
  have hNc : (N : ℂ) ≠ 0 := by exact_mod_cast hN.ne'
  split_ifs with h
  · -- all grid points carry the same phase
    obtain ⟨q, rfl⟩ := h
    have ht : ∀ r ∈ Finset.range N, Real.cos (((N * q : ℤ) : ℝ) * gridPoint N φ r)
        = Real.cos (((N * q : ℤ) : ℝ) * φ / N) := by
      intro r _
      rw [← Real.cos_add_int_mul_two_pi (((N * q : ℤ) : ℝ) * φ / N) (q * r)]
      congr 1
      simp only [gridPoint]
      push_cast
      field_simp
      ring
    rw [Finset.sum_congr rfl ht, Finset.sum_const, Finset.card_range, nsmul_eq_mul]
    exact mul_div_cancel_left₀ _ hN0
  · -- the phases form a complete sum of roots of unity
    obtain ⟨ζ, hζ⟩ : ∃ ζ : ℂ, ζ = Complex.exp ((j : ℂ) / N * (2 * π * Complex.I)) := ⟨_, rfl⟩
    have hζN : ζ ^ N = 1 := by
      rw [hζ, ← Complex.exp_nat_mul, Complex.exp_eq_one_iff]
      exact ⟨j, by field_simp⟩
    have hζ1 : ζ ≠ 1 := by
      intro h1
      rw [hζ, Complex.exp_eq_one_iff] at h1
      obtain ⟨q, hq⟩ := h1
      have h2 := mul_right_cancel₀ Complex.two_pi_I_ne_zero hq
      rw [div_eq_iff hNc] at h2
      have h3 : j = q * (N : ℤ) := by exact_mod_cast h2
      exact h ⟨q, by rw [h3, mul_comm]⟩
    have hs : ∑ r ∈ Finset.range N,
        Complex.exp (((j * gridPoint N φ r : ℝ) : ℂ) * Complex.I) = 0 := by
      have ht : ∀ r ∈ Finset.range N,
          Complex.exp (((j * gridPoint N φ r : ℝ) : ℂ) * Complex.I)
            = Complex.exp ((j : ℂ) * φ / N * Complex.I) * ζ ^ r := by
        intro r _
        rw [hζ, ← Complex.exp_nat_mul, ← Complex.exp_add]
        congr 1
        simp only [gridPoint]
        push_cast
        ring
      rw [Finset.sum_congr rfl ht, ← Finset.mul_sum, geom_sum_eq hζ1, hζN, sub_self,
        zero_div, mul_zero]
    have hre := congrArg Complex.re hs
    simp only [Complex.re_sum, Complex.exp_ofReal_mul_I_re, Complex.zero_re] at hre
    rw [hre, zero_div]
```

The argument turns on Mathlib's `Complex.exp_eq_one_iff`, which says that $e^z=1$ exactly when $z=q\cdot2\pi i$ for some integer $q$. It is used in both directions. Supplying the integer $j$ proves $\zeta^N=1$. Conversely, assuming $\zeta=1$ yields an integer $q$ with
$$\frac jN\,(2\pi i)=q\,(2\pi i).$$
Because `ζ` is defined with $2\pi i$ as its right-hand factor, `mul_right_cancel₀` removes that factor directly. What remains is $j/N=q$. `div_eq_iff` turns this into $j=qN$ between complex numbers, and `exact_mod_cast` returns it to the integers, where it contradicts the assumption that $N$ does not divide $j$. A statement about phases has become one about divisibility, and `geom_sum_eq` can then sum the series.

Inserting the harmonic averages into the expansion of the band power gives
$$M_m=\sum_{\substack{0\le k\le m\\ N\mid 2k-m}}\binom mk\cos\frac{(2k-m)\varphi}{N}.$$
This holds for every order, odd or even. The Lean proof exchanges the two sums with `Finset.sum_comm` and applies `grid_average_cos` to each harmonic.

```lean
/-- Aliasing formula: a sampled moment collects exactly those harmonics of the
band power whose order is a multiple of `N`. -/
theorem gridMoment_aliasing {N : ℕ} (hN : 0 < N) (φ : ℝ) (m : ℕ) :
    gridMoment N φ m = ∑ k ∈ Finset.range (m + 1),
      if (N : ℤ) ∣ 2 * (k : ℤ) - m then
        (m.choose k : ℝ) * Real.cos ((2 * (k : ℝ) - m) * φ / N) else 0 := by
  simp only [gridMoment, band_pow]
  rw [Finset.sum_comm, Finset.sum_div]
  refine Finset.sum_congr rfl fun k _ => ?_
  have h := grid_average_cos hN φ (2 * (k : ℤ) - m)
  push_cast at h
  rw [← Finset.mul_sum, mul_div_assoc, h, mul_ite, mul_zero]
```

## Too few hops to go round the ring: `2 * n < N`

The moment of order $2n$ describes returning to the starting site after $2n$ hops. If $2n<N$, no such path can wind round the ring, so neither its finite length nor its twist is felt.

By hand, set $m=2n$. The harmonics are $2k-2n$, between $-2n$ and $2n$. If $2n<N$, the only multiple of $N$ among them is zero, so $k=n$ and
$$M_{2n}=\binom{2n}{n}\cos0=\binom{2n}{n}.$$

The integer fact is `eq_zero_of_small`, which writes the multiple as $Nq$ and confines $q$ to $-1<q<1$.

```lean
/-- A multiple of `N` lying strictly between `-N` and `N` is zero. -/
theorem eq_zero_of_small {N j : ℤ} (h : N ∣ j) (h1 : -N < j) (h2 : j < N) : j = 0 := by
  obtain ⟨q, rfl⟩ := h
  have hN : 0 < N := by linarith
  have hq1 : q < 1 := by
    by_contra hc
    have hc' : 1 ≤ q := by omega
    nlinarith
  have hq2 : -1 < q := by
    by_contra hc
    have hc' : q ≤ -1 := by omega
    nlinarith
  have hq : q = 0 := by omega
  rw [hq, mul_zero]
```

The next lemma isolates what the derivation needs: its hypothesis `h` says that $k=n$ is the only index whose harmonic survives. `Finset.sum_eq_single n` then reduces the sum to one term. The inequality $2n<N$ is used later, in `chain_grid_moments`, to establish `h`.

```lean
/-- If only the constant harmonic is compatible with the grid, the sampled even
moment is the central binomial coefficient, for every twist. -/
theorem gridMoment_of_no_alias {N n : ℕ} (hN : 0 < N) (φ : ℝ)
    (h : ∀ k : ℕ, k ≤ 2 * n → (N : ℤ) ∣ 2 * (k : ℤ) - 2 * n → k = n) :
    gridMoment N φ (2 * n) = ((2 * n).choose n : ℝ) := by
  rw [gridMoment_aliasing hN, Finset.sum_eq_single n]
  · simp
  · intro k hk hne
    rw [if_neg]
    intro hd
    push_cast at hd
    have := Finset.mem_range.mp hk
    exact hne (h k (by omega) hd)
  · intro hn
    exact absurd (Finset.mem_range.mpr (by omega)) hn
```

## An odd number of points: `Odd N` and `n < N`

An even moment contains only even harmonics $2(k-n)$. If $N$ is odd and divides $2(k-n)$, it divides $k-n$. Since $|k-n|\le n<N$, again $k=n$. An odd grid is therefore exact for every even order up to $2N-2$, at any twist. Odd orders are not covered: the untwisted three-point grid has energies $2,-1,-1$, hence third moment 2 instead of 0.

The proof makes the division by two explicit. With $N=2t+1$ and $2(k-n)=Nq$,
$$k-n=N(k-n)-2t(k-n)=N\,(k-n-tq),$$
which is the witness given to Lean.

Both conditions matter. The untwisted two-point grid has energies $2$ and $-2$, hence second moment 4 instead of 2. The untwisted one-point grid also gives 4 at $n=1$, where $n<N$ fails.

```lean
/-- On a grid with an odd number `N` of points, the even moments of order `2n`
equal the central binomial coefficient for all `n < N` and every twist. -/
theorem gridMoment_odd_grid {N n : ℕ} (hodd : Odd N) (hn : n < N) (φ : ℝ) :
    gridMoment N φ (2 * n) = ((2 * n).choose n : ℝ) := by
  refine gridMoment_of_no_alias (by omega) φ fun k hk hd => ?_
  -- an odd divisor of 2(k - n) divides k - n
  have hd' : (N : ℤ) ∣ (k : ℤ) - n := by
    obtain ⟨t, rfl⟩ := hodd
    obtain ⟨q, hq⟩ := hd
    refine ⟨(k : ℤ) - n - t * q, ?_⟩
    push_cast at hq ⊢
    linear_combination (-(t : ℤ)) * hq
  have := eq_zero_of_small hd' (by omega) (by omega)
  omega
```

## Exactly enough hops to wind once: `2n = N` with `0 < n`

Now two paths, one in each direction, go once round the ring and acquire the phases $e^{\pm i\varphi}$. In the sum, the harmonics $-N$, $0$ and $N$ survive, at $k=0$, $n$ and $2n$:
$$M_{2n}=\cos(-\varphi)+\binom{2n}{n}+\cos\varphi=\binom{2n}{n}+2\cos\varphi.$$

The condition $n>0$ keeps the grid non-empty and the three indices distinct. In Lean, `hc0` and `hc2` evaluate the outer cosines, and `ht` splits each summand into the three possible contributions. For every other $k$, `eq_zero_of_small` excludes divisibility. On even grids with $2n>N$ this closed form no longer applies, but the aliasing sum does.

```lean
/-- On a grid of `2n` points with twist `φ`, the moment of order `2n` is the
central binomial coefficient plus `2 cos φ`. -/
theorem gridMoment_threshold {n : ℕ} (hn : 0 < n) (φ : ℝ) :
    gridMoment (2 * n) φ (2 * n) = ((2 * n).choose n : ℝ) + 2 * Real.cos φ := by
  have h2n : 2 * (n : ℝ) ≠ 0 := by positivity
  have hc0 : Real.cos ((2 * ((0 : ℕ) : ℝ) - ((2 * n : ℕ) : ℝ)) * φ / ((2 * n : ℕ) : ℝ))
      = Real.cos φ := by
    rw [← Real.cos_neg φ]
    congr 1
    push_cast
    rw [div_eq_iff h2n]
    ring
  have hc2 : Real.cos ((2 * ((2 * n : ℕ) : ℝ) - ((2 * n : ℕ) : ℝ)) * φ / ((2 * n : ℕ) : ℝ))
      = Real.cos φ := by
    congr 1
    push_cast
    rw [div_eq_iff h2n]
    ring
  rw [gridMoment_aliasing (by omega)]
  -- only the constant and the two extreme harmonics survive
  have ht : ∀ k ∈ Finset.range (2 * n + 1),
      (if ((2 * n : ℕ) : ℤ) ∣ 2 * (k : ℤ) - ((2 * n : ℕ) : ℤ) then
        ((2 * n).choose k : ℝ) *
          Real.cos ((2 * (k : ℝ) - ((2 * n : ℕ) : ℝ)) * φ / ((2 * n : ℕ) : ℝ)) else 0)
      = (if k = 0 then Real.cos φ else 0) + (if k = n then ((2 * n).choose n : ℝ) else 0)
        + (if k = 2 * n then Real.cos φ else 0) := by
    intro k hk
    have hk' := Finset.mem_range.mp hk
    by_cases h0 : k = 0
    · rw [h0, if_pos ⟨-1, by push_cast; ring⟩, hc0, if_pos (rfl : (0 : ℕ) = 0),
        if_neg (show ¬ (0 = n) by omega), if_neg (show ¬ (0 = 2 * n) by omega)]
      simp
    by_cases h1 : k = n
    · rw [h1, if_pos ⟨0, by push_cast; ring⟩, if_neg (show ¬ (n = 0) by omega),
        if_pos (rfl : n = n), if_neg (show ¬ (n = 2 * n) by omega)]
      simp
    by_cases h2 : k = 2 * n
    · rw [h2, if_pos ⟨1, by push_cast; ring⟩, hc2, if_neg (show ¬ (2 * n = 0) by omega),
        if_neg (show ¬ (2 * n = n) by omega), if_pos (rfl : 2 * n = 2 * n)]
      simp
    rw [if_neg h0, if_neg h1, if_neg h2, if_neg]
    · simp
    · intro hd
      have := eq_zero_of_small hd (by omega) (by omega)
      omega
  rw [Finset.sum_congr rfl ht]
  simp only [Finset.sum_add_distrib, Finset.sum_ite_eq', Finset.mem_range]
  rw [if_pos (show 0 < 2 * n + 1 by omega), if_pos (show n < 2 * n + 1 by omega),
    if_pos (show 2 * n < 2 * n + 1 by omega)]
  ring
```

## Periodic boundary conditions: twist zero

At $\varphi=0$ the winding paths add with full weight, and the error is $2\cos0=2$. `chain_grid_moments` states both cases with the cosine sum written out: for $N>0$, the average is $\binom{2n}{n}$ if $2n<N$, and $\binom{N}{N/2}+2$ if $2n=N$. Evenness of $N$ is not assumed. The first case does not need it, and in the second it follows from $2n=N$, so the natural-number division `N / 2` is exact.

The proof identifies the explicit sum with `gridMoment N 0 (2 * n)`, then applies the no-alias lemma or the threshold formula. With another twist the first case is unchanged, while the 2 becomes $2\cos\varphi$.

```lean
/-- Spectral moments of the chain on the untwisted `N`-point grid: the moment of order
`2n` is `binomial(2n, n)` if `2n < N`, and `binomial(N, N/2) + 2` if `2n = N`. -/
theorem chain_grid_moments {N : ℕ} (hN : 0 < N) (n : ℕ) :
    (2 * n < N → (∑ r ∈ Finset.range N, (2 * Real.cos (2 * π * r / N)) ^ (2 * n)) / N
      = ((2 * n).choose n : ℝ)) ∧
    (2 * n = N → (∑ r ∈ Finset.range N, (2 * Real.cos (2 * π * r / N)) ^ (2 * n)) / N
      = (N.choose (N / 2) : ℝ) + 2) := by
  have hg : (∑ r ∈ Finset.range N, (2 * Real.cos (2 * π * r / N)) ^ (2 * n)) / N
      = gridMoment N 0 (2 * n) := by
    simp only [gridMoment, band, gridPoint, add_zero]
  rw [hg]
  constructor
  · intro h
    refine gridMoment_of_no_alias hN 0 fun k hk hd => ?_
    have := eq_zero_of_small hd (by omega) (by omega)
    omega
  · intro h
    subst h
    rw [gridMoment_threshold (by omega), Real.cos_zero, mul_one,
      Nat.mul_div_cancel_left n (by norm_num)]
```

## Two twists half a turn apart

Twists $\varphi$ and $\varphi+\pi$ give the winding paths opposite signs. Since $\cos(\varphi+\pi)=-\cos\varphi$,
$$\frac12\left[\binom{2n}{n}+2\cos\varphi+\binom{2n}{n}-2\cos\varphi\right]=\binom{2n}{n}.$$
Lean applies the threshold formula twice and then `Real.cos_add_pi`. For a general pair $\varphi,\varphi'$ the average keeps the error $\cos\varphi+\cos\varphi'$. The theorem covers only the order equal to the number of grid points, $2n=N$.

```lean
/-- Averaging the moment of order `2n` on the `2n`-point grid over two twists that
differ by `π` gives the central binomial coefficient. -/
theorem two_twist_average {n : ℕ} (hn : 0 < n) (φ : ℝ) :
    (gridMoment (2 * n) φ (2 * n) + gridMoment (2 * n) (φ + π) (2 * n)) / 2
      = ((2 * n).choose n : ℝ) := by
  rw [gridMoment_threshold hn, gridMoment_threshold hn, Real.cos_add_pi]
  ring

end

end ChainGridMoments
```

```lean
#print axioms ChainGridMoments.gridMoment_odd_grid
-- 'ChainGridMoments.gridMoment_odd_grid' depends on axioms: [propext, Classical.choice, Quot.sound]
#print axioms ChainGridMoments.chain_grid_moments
-- 'ChainGridMoments.chain_grid_moments' depends on axioms: [propext, Classical.choice, Quot.sound]
#print axioms ChainGridMoments.two_twist_average
-- 'ChainGridMoments.two_twist_average' depends on axioms: [propext, Classical.choice, Quot.sound]
```
